# Cubic symmetry makes the augmentation overlap of a single p channel a multiple of the identity

The symmetry of the atom enters here as an assumption about matrices: for every signed permutation r of the shell components there is a unitary g on the basis that has the same effect on the partial waves as r has on their component labels. Neither spherical harmonics nor a rotation group is constructed. For the components x, y, z of a p shell, the signed permutations are the 48 operations of the full cubic group, which permute the axes and reverse some of them. An atom-centred p shell in a basis closed under these operations is the physical situation that the assumption stands for.

The waves are expanded in a finite orthonormal basis. A channel a, for instance one of two reference energies, has an all-electron wave Φ_a and a pseudo wave Φt_a. Each is a rectangular complex matrix with one row per basis function and one column per component. In the code, `n` indexes the basis functions, `m` the components and `ι` the channels. The set of components may have any finite size, and the p shell is the case of three.

In Lean 4 with Mathlib:

```lean
import Mathlib

open Matrix

namespace PartialWaveShellSymmetry

noncomputable section

variable {n m ι : Type*} [Fintype n] [DecidableEq n] [Fintype m] [DecidableEq m]
```

## Signed permutations of the components

A signed permutation is given by a permutation σ of the components and a sign s_i = ±1 for each component i. Its matrix has the entries

r_ij = s_i if i = σ(j), and r_ij = 0 otherwise.

Column j therefore has a single nonzero entry, in row σ(j), and the sign belongs to the component that is reached. The type `ℤˣ` consists of the two integers 1 and −1, which are cast to complex numbers in the matrix.

```lean
/-- The signed permutation matrix that sends component `j` to component `σ j`
with the sign `s (σ j)`. -/
def signedPerm (s : m → ℤˣ) (σ : Equiv.Perm m) : Matrix m m ℂ :=
  Matrix.of fun i j => if i = σ j then ((s i : ℤ) : ℂ) else 0
```

## The one-centre block and its symmetry

For an operator A on the basis, the one-centre block between channels a and b is

D_ab = Φ_aᴴ A Φ_b − Φt_aᴴ A Φt_b.

For a local or quasi-local operator, such as a potential or the kinetic energy, this is the correction that the projector augmented-wave method adds, between projectors, to the pseudo operator; a non-local operator receives further terms. With A = 1 it is the augmentation overlap q of the ultrasoft scheme. The same A acts on both kinds of wave, so a one-centre Hamiltonian with different all-electron and pseudo potentials is not of this form.

```lean
/-- The one-centre block of an operator `A` between channels `a` and `b`: its matrix in the
all-electron waves `Φ` minus its matrix in the pseudo waves `Φt`. -/
def oneCentre (A : Matrix n n ℂ) (Φ Φt : ι → Matrix n m ℂ) (a b : ι) : Matrix m m ℂ :=
  (Φ a)ᴴ * A * Φ b - (Φt a)ᴴ * A * Φt b
```

The symmetry assumption, `IsSymmetricShell`, says that for all s and σ there is a unitary g with

g A = A g,  g Φ_a = Φ_a r,  g Φt_a = Φt_a r for every channel a.

The first condition says that A has the symmetry of the atom, as a spherical potential does. The others say that the waves of all channels, all-electron and pseudo alike, transform as the same kind of shell. For a p shell the cubic operations supply such g. For the five d components the signed permutations are not spatial operations in general, so there the assumption needs a justification of its own.

```lean
/-- Every signed permutation of the shell components is realised by a unitary that commutes
with `A` and acts in the same way on the all-electron and pseudo waves of all channels. -/
def IsSymmetricShell (A : Matrix n n ℂ) (Φ Φt : ι → Matrix n m ℂ) : Prop :=
  ∀ (s : m → ℤˣ) (σ : Equiv.Perm m), ∃ g ∈ Matrix.unitaryGroup n ℂ, g * A = A * g ∧
    ∀ a, g * Φ a = Φ a * signedPerm s σ ∧ g * Φt a = Φt a * signedPerm s σ
```

## Conjugation by a signed permutation

Since each column of r has one nonzero entry, the double sum in rᴴ X r has one surviving term:

(rᴴ X r)_ij = s_σ(i) X_σ(i)σ(j) s_σ(j).

The entries of X are relabelled and multiplied by two signs. The simplifier finds the surviving term from the definition of the matrix product.

```lean
/-- Conjugation by a signed permutation relabels the entries of a matrix and multiplies them
by the two signs. -/
theorem signedPerm_conj_apply (s : m → ℤˣ) (σ : Equiv.Perm m) (X : Matrix m m ℂ) (i j : m) :
    ((signedPerm s σ)ᴴ * X * signedPerm s σ) i j
      = ((s (σ i) : ℤ) : ℂ) * X (σ i) (σ j) * ((s (σ j) : ℤ) : ℂ) := by
  simp [Matrix.mul_apply, signedPerm, apply_ite]
```

Setting X = 1 gives the entries of rᴴ r. On the diagonal they are s_σ(i)² = 1. For i ≠ j, injectivity of σ gives σ(i) ≠ σ(j), and the entry vanishes. Hence

rᴴ r = 1.

The proof makes the same distinction between i = j and i ≠ j.

```lean
/-- Signed permutation matrices are unitary. -/
theorem signedPerm_unitary (s : m → ℤˣ) (σ : Equiv.Perm m) :
    (signedPerm s σ)ᴴ * signedPerm s σ = 1 := by
  ext i j
  have h := signedPerm_conj_apply s σ 1 i j
  rw [Matrix.mul_one] at h
  rw [h]
  by_cases hij : i = j
  · subst hij
    have hs : ((s (σ i) : ℤ) : ℂ) * ((s (σ i) : ℤ) : ℂ) = 1 := by
      rcases Int.units_eq_one_or (s (σ i)) with h1 | h1 <;> simp [h1]
    rw [Matrix.one_apply_eq, Matrix.one_apply_eq, mul_one, hs]
  · have hσ : σ i ≠ σ j := fun h' => hij (σ.injective h')
    rw [Matrix.one_apply_ne hσ, Matrix.one_apply_ne hij, mul_zero, zero_mul]
```

For a square matrix, rᴴ r = 1 implies r rᴴ = 1. If X is unchanged by conjugation, rᴴ X r = X, then

X r = r rᴴ X r = r X,

so invariance under conjugation implies commutation. The `calc` block inserts r rᴴ in front of X r and regroups the factors.

```lean
/-- A matrix that is unchanged under conjugation by a signed permutation commutes with it. -/
theorem commute_of_conj (s : m → ℤˣ) (σ : Equiv.Perm m) (X : Matrix m m ℂ)
    (h : (signedPerm s σ)ᴴ * X * signedPerm s σ = X) :
    X * signedPerm s σ = signedPerm s σ * X := by
  have hr : signedPerm s σ * (signedPerm s σ)ᴴ = 1 :=
    mul_eq_one_comm.mp (signedPerm_unitary s σ)
  calc X * signedPerm s σ
      = (signedPerm s σ * (signedPerm s σ)ᴴ) * (X * signedPerm s σ) := by
        rw [hr, Matrix.one_mul]
    _ = signedPerm s σ * ((signedPerm s σ)ᴴ * X * signedPerm s σ) := by
        simp only [Matrix.mul_assoc]
    _ = signedPerm s σ * X := by rw [h]
```

## Only multiples of the identity commute with all signed permutations

Let X commute with every r. Then rᴴ X r = rᴴ r X = X, and the entry formula becomes

s_σ(i) X_σ(i)σ(j) s_σ(j) = X_ij for all s, σ, i, j.

Two choices of r settle the matter. First, take σ to be the identity and reverse the sign of component i alone. For j ≠ i this gives

−X_ij = X_ij, hence X_ij = 0.

Physically, a reflection x → −x forbids coupling between p_x and p_y. Second, take all signs positive and let σ exchange i and j. The entry at (i, i) gives

X_jj = X_ii.

All diagonal entries therefore share one value c, and X = c·1. Conversely, a multiple of the identity commutes with everything.

In the proof these steps are called `key`, `off` and `diag`. A shell with no components is treated separately, since it has no diagonal entry from which c could be read.

```lean
/-- A matrix on the shell components commutes with all signed permutations exactly when it is
a multiple of the identity. -/
theorem commutes_iff_scalar (X : Matrix m m ℂ) :
    (∀ s σ, X * signedPerm s σ = signedPerm s σ * X) ↔ ∃ c : ℂ, X = c • 1 := by
  constructor
  · intro h
    have key : ∀ (s : m → ℤˣ) (σ : Equiv.Perm m) (i j : m),
        ((s (σ i) : ℤ) : ℂ) * X (σ i) (σ j) * ((s (σ j) : ℤ) : ℂ) = X i j := by
      intro s σ i j
      rw [← signedPerm_conj_apply, Matrix.mul_assoc, h, ← Matrix.mul_assoc,
        signedPerm_unitary, Matrix.one_mul]
    -- flipping the sign of component `i` alone removes the off-diagonal entries
    have off : ∀ i j, i ≠ j → X i j = 0 := by
      intro i j hij
      have h1 := key (fun k => if k = i then -1 else 1) 1 i j
      have h2 : -X i j = X i j := by simpa [hij.symm] using h1
      linear_combination (-1 / 2 : ℂ) * h2
    -- exchanging two components equates their diagonal entries
    have diag : ∀ i j, X j j = X i i := by
      intro i j
      simpa using key (fun _ => 1) (Equiv.swap i j) i i
    rcases isEmpty_or_nonempty m with hm | ⟨⟨k⟩⟩
    · exact ⟨0, by ext i; exact isEmptyElim i⟩
    · refine ⟨X k k, ?_⟩
      ext i j
      by_cases hij : i = j
      · subst hij
        simpa using diag k i
      · simp [off i j hij, Matrix.one_apply_ne hij]
  · rintro ⟨c, rfl⟩ s σ
    simp
```

## From a symmetry of the basis to a symmetry of the block

Let g be unitary and commute with A, and let two sets of waves obey g Φ = Φ r and g Ψ = Ψ r. Then

rᴴ (Φᴴ A Ψ) r = (Φ r)ᴴ A (Ψ r)
= (g Φ)ᴴ A (g Ψ)
= Φᴴ gᴴ A g Ψ
= Φᴴ gᴴ g A Ψ
= Φᴴ A Ψ.

The lemma follows this chain. It is stated for two sets of waves because the block D_ab joins two channels.

```lean
omit [DecidableEq m] in
/-- A matrix element block between two sets of waves is unchanged by a symmetry of the operator
that acts on both sets through the same matrix `r`. -/
theorem block_invariant (A g : Matrix n n ℂ) (Φ Ψ : Matrix n m ℂ) (r : Matrix m m ℂ)
    (hg : gᴴ * g = 1) (hA : g * A = A * g) (h1 : g * Φ = Φ * r) (h2 : g * Ψ = Ψ * r) :
    rᴴ * (Φᴴ * A * Ψ) * r = Φᴴ * A * Ψ := by
  calc rᴴ * (Φᴴ * A * Ψ) * r = (Φ * r)ᴴ * A * (Ψ * r) := by
        simp only [Matrix.conjTranspose_mul, Matrix.mul_assoc]
    _ = (g * Φ)ᴴ * A * (g * Ψ) := by rw [h1, h2]
    _ = Φᴴ * (gᴴ * (A * g)) * Ψ := by
        simp only [Matrix.conjTranspose_mul, Matrix.mul_assoc]
    _ = Φᴴ * A * Ψ := by rw [← hA, ← Matrix.mul_assoc gᴴ, hg, Matrix.one_mul]
```

Applied to the all-electron term and to the pseudo term of D_ab, this gives rᴴ D_ab r = D_ab. By the previous results D_ab commutes with every r, and

D_ab = c_ab·1.

Channels of the shell may mix, through the numbers c_ab, but different components do not. In this finite-basis model with imposed symmetry, the blocks D_ab of a given operator A in a p shell are fixed by one number per pair of channels, not by a 3×3 matrix for each pair.

The theorem `oneCentre_scalar` states both the commutation and the existence of c. The tactic `choose` collects the separate constants for each a and b into one matrix over the channels.

```lean
/-- In a symmetric shell every one-centre block commutes with all signed permutations, and the
block between channels `a` and `b` is a number `c a b` times the identity. -/
theorem oneCentre_scalar (A : Matrix n n ℂ) (Φ Φt : ι → Matrix n m ℂ)
    (h : IsSymmetricShell A Φ Φt) :
    (∀ a b s σ, oneCentre A Φ Φt a b * signedPerm s σ
      = signedPerm s σ * oneCentre A Φ Φt a b) ∧
    ∃ c : Matrix ι ι ℂ, ∀ a b, oneCentre A Φ Φt a b = c a b • 1 := by
  have hcomm : ∀ a b s σ, oneCentre A Φ Φt a b * signedPerm s σ
      = signedPerm s σ * oneCentre A Φ Φt a b := by
    intro a b s σ
    obtain ⟨g, hg, hA, hw⟩ := h s σ
    have hu : gᴴ * g = 1 := Matrix.mem_unitaryGroup_iff'.mp hg
    apply commute_of_conj
    rw [oneCentre, Matrix.mul_sub, Matrix.sub_mul,
      block_invariant A g _ _ _ hu hA (hw a).1 (hw b).1,
      block_invariant A g _ _ _ hu hA (hw a).2 (hw b).2]
  refine ⟨hcomm, ?_⟩
  choose c hc using fun a b => (commutes_iff_scalar _).mp (hcomm a b)
  exact ⟨c, hc⟩
```

## Hermitian channel couplings

If A is Hermitian, taking the adjoint of a block exchanges its channels:

D_baᴴ = D_ab.

Inserting D_ab = c_ab·1 and comparing one diagonal entry gives c_ba* = c_ab, so the matrix c is Hermitian. The comparison needs at least one component, which is the role of `[Nonempty m]`.

```lean
/-- For a Hermitian operator the numbers that couple the channels of a symmetric shell form a
Hermitian matrix. -/
theorem oneCentre_hermitian [Nonempty m] (A : Matrix n n ℂ) (Φ Φt : ι → Matrix n m ℂ)
    (hA : A.IsHermitian) (h : IsSymmetricShell A Φ Φt) :
    ∃ c : Matrix ι ι ℂ, c.IsHermitian ∧ ∀ a b, oneCentre A Φ Φt a b = c a b • 1 := by
  obtain ⟨c, hc⟩ := (oneCentre_scalar A Φ Φt h).2
  refine ⟨c, Matrix.IsHermitian.ext fun a b => ?_, hc⟩
  have hD : (oneCentre A Φ Φt b a)ᴴ = oneCentre A Φ Φt a b := by
    simp [oneCentre, Matrix.conjTranspose_mul, hA.eq, Matrix.mul_assoc]
  rw [hc, hc] at hD
  obtain ⟨k⟩ := ‹Nonempty m›
  simpa using congrFun (congrFun hD k) k
```

## The p-shell overlap and its constant

Now take three components, one channel and A = 1. The condition g A = A g holds automatically, and what is left of the assumption is g Φ = Φ r and g Φt = Φt r. The block is

q = Φᴴ Φ − Φtᴴ Φt.

It commutes with every r and equals c·1. The trace of the 3×3 identity is 3, so tr q = 3c and

q = (tr q / 3)·1.

The constant is the average over x, y, z of the difference between the squared norms of the all-electron and pseudo waves. It is zero when the pseudo waves conserve the norm.

In `pShell_overlap` the components are indexed by `Fin 3`, and the one-element type `Unit` serves as the set of channels, so that the general theorem applies.

```lean
/-- For a single p shell the augmentation overlap `q = Φᴴ Φ - Φtᴴ Φt` commutes with every signed
permutation and equals one third of its trace times the identity. -/
theorem pShell_overlap (Φ Φt : Matrix n (Fin 3) ℂ)
    (h : ∀ s σ, ∃ g ∈ Matrix.unitaryGroup n ℂ,
      g * Φ = Φ * signedPerm s σ ∧ g * Φt = Φt * signedPerm s σ) :
    (∀ s σ, (Φᴴ * Φ - Φtᴴ * Φt) * signedPerm s σ
      = signedPerm s σ * (Φᴴ * Φ - Φtᴴ * Φt)) ∧
    Φᴴ * Φ - Φtᴴ * Φt = ((Φᴴ * Φ - Φtᴴ * Φt).trace / 3) • 1 := by
  have hs : IsSymmetricShell 1 (fun _ : Unit => Φ) (fun _ => Φt) := by
    intro s σ
    obtain ⟨g, hg, h1, h2⟩ := h s σ
    exact ⟨g, hg, by rw [Matrix.mul_one, Matrix.one_mul], fun _ => ⟨h1, h2⟩⟩
  have hq : oneCentre 1 (fun _ : Unit => Φ) (fun _ => Φt) () () = Φᴴ * Φ - Φtᴴ * Φt := by
    simp only [oneCentre, Matrix.mul_one]
  have hcomm := (oneCentre_scalar _ _ _ hs).1 () ()
  rw [hq] at hcomm
  refine ⟨hcomm, ?_⟩
  obtain ⟨c, hc⟩ := (commutes_iff_scalar _).mp hcomm
  rw [hc]
  -- the trace of the identity on three components is three
  have ht : (c • (1 : Matrix (Fin 3) (Fin 3) ℂ)).trace / 3 = c := by
    rw [Matrix.trace_smul, Matrix.trace_one, Fintype.card_fin, smul_eq_mul]
    push_cast
    ring
  rw [ht]
```

## A shell that satisfies the assumption

Let the basis consist of the shell components themselves, and put

Φ_a = α_a·1,  Φt_a = β_a·1

with complex numbers α_a and β_a. The choice g = r meets every condition for A = 1, because multiples of the identity commute with r. The blocks are

D_ab = (α_a* α_b − β_a* β_b)·1.

With α_a = 1 and β_a = 0 for all channels, every c_ab equals 1. The assumption is thus compatible with a nonzero overlap, including one between different channels. Identical channels with vanishing pseudo waves are not a usable physical dataset; the choice only shows that the assumption can be met with a nonzero result.

```lean
/-- Waves `α a • 1` and pseudo waves `β a • 1` form a symmetric shell for the overlap, with
channel couplings `α a* α b - β a* β b`. -/
theorem isSymmetricShell_witness (α β : ι → ℂ) :
    IsSymmetricShell (1 : Matrix m m ℂ) (fun a => α a • (1 : Matrix m m ℂ))
      (fun a => β a • (1 : Matrix m m ℂ)) ∧
    ∀ a b, oneCentre (1 : Matrix m m ℂ) (fun a => α a • (1 : Matrix m m ℂ))
      (fun a => β a • (1 : Matrix m m ℂ)) a b
        = (star (α a) * α b - star (β a) * β b) • 1 := by
  constructor
  · intro s σ
    refine ⟨signedPerm s σ, Matrix.mem_unitaryGroup_iff'.mpr (signedPerm_unitary s σ), ?_, ?_⟩
    · rw [Matrix.mul_one, Matrix.one_mul]
    · intro a
      constructor <;> simp
  · intro a b
    simp only [oneCentre, Matrix.conjTranspose_smul, Matrix.conjTranspose_one, Matrix.mul_one,
      Matrix.smul_mul, Matrix.one_mul, smul_smul, sub_smul]
```

## Why the signs are needed

Suppose that only permutations without sign changes are required to be symmetries. Let J be the 3×3 matrix whose entries are all 1. Permuting its rows or columns leaves it unchanged, so J commutes with every permutation matrix, yet its off-diagonal entries are not zero. The step that fails is the first of the two choices above, the reversal of a single sign.

The same matrix gives a shell with a non-scalar overlap. Take Φ = J, Φt = 0 and let g be the permutation matrix r itself. Then g Φ = J = Φ r, while

q = Jᴴ J = 3J,

which has nonzero off-diagonal entries. The three columns of Φ are the same vector and the pseudo waves vanish, so this is an algebraic counterexample and not a physical p shell. The theorem below covers the statement about J; the shell built from it is the short calculation just given.

In the proof, commutation follows from invariance under conjugation, and the entry in row 0, column 1 rules out a multiple of the identity: it is 1 in J and 0 in c·1.

```lean
/-- Permutations without sign changes do not suffice: the all-ones matrix on three components
commutes with all of them and is not a multiple of the identity. -/
theorem permutations_not_enough :
    (∀ σ : Equiv.Perm (Fin 3), (Matrix.of fun _ _ => (1 : ℂ)) * signedPerm (fun _ => 1) σ
      = signedPerm (fun _ => 1) σ * (Matrix.of fun _ _ => (1 : ℂ))) ∧
    ¬ ∃ c : ℂ, (Matrix.of fun _ _ => (1 : ℂ)) = c • (1 : Matrix (Fin 3) (Fin 3) ℂ) := by
  constructor
  · intro σ
    apply commute_of_conj
    ext i j
    rw [signedPerm_conj_apply]
    simp
  · rintro ⟨c, hc⟩
    have h01 := congrFun (congrFun hc 0) 1
    simp at h01

end

end PartialWaveShellSymmetry
```

```lean
#print axioms PartialWaveShellSymmetry.oneCentre_hermitian
#print axioms PartialWaveShellSymmetry.pShell_overlap
#print axioms PartialWaveShellSymmetry.permutations_not_enough
```

```
'PartialWaveShellSymmetry.oneCentre_hermitian' depends on axioms: [propext, Classical.choice, Quot.sound]
'PartialWaveShellSymmetry.pShell_overlap' depends on axioms: [propext, Classical.choice, Quot.sound]
'PartialWaveShellSymmetry.permutations_not_enough' depends on axioms: [propext, Classical.choice, Quot.sound]
```
